# For a flat f level at the band centre, the indirect hybridization gap is smaller than the direct one

When a conduction band mixes with a flat f level, two bands result, and the gap between them can be taken at fixed momentum (direct) or between the band edges (indirect). The band edges depend on which conduction energies occur. Here the conduction energy $e$ takes every real value in $[-D,D]$, where $D>0$ is half the bandwidth. The hybridization is taken to be the same at every momentum, so momentum enters only through $e$. The f level sits at zero energy, the centre of the band.

With hybridization $V>0$ and renormalization factor $Z>0$, the direct gap is $2\sqrt Z\,V$ and the indirect gap is $\sqrt{D^2+4ZV^2}-D$, which is at most $2ZV^2/D$. In mean-field theory $Z$ stands for the reduction of hybridization by the strong repulsion between f electrons. The step from the interacting lattice model (the periodic Anderson model) to this one-particle problem, including the values of $Z$ and of the f energy, is assumed.

```lean
import Mathlib

open Matrix

namespace KondoLatticeGap

noncomputable section
```

## Two bands from one matrix

In the basis (conduction state, f state), the Hamiltonian at conduction energy $e$ is

$$H(e)=\begin{pmatrix} e & \sqrt Z\,V\\ \sqrt Z\,V & 0\end{pmatrix}.$$

The Lean name `blochMatrix` suggests a momentum argument, but the argument is the energy `e`.

```lean
/-- Mean-field Hamiltonian of a conduction state of energy `e` coupled to an f level at zero
energy by the renormalized hybridization `√Z V`, for `Z ≥ 0`. -/
def blochMatrix (Z V e : ℝ) : Matrix (Fin 2) (Fin 2) ℝ :=
  !![e, √Z * V; √Z * V, 0]
```

Solving $\det(\omega-H)=\omega^2-e\omega-ZV^2=0$ for the energy $\omega$ gives $E_\pm(e)=\tfrac12\big(e\pm s(e)\big)$ with $s(e)=\sqrt{e^2+4ZV^2}$. The upper band comes first.

```lean
/-- The upper hybridized band `E₊(e)`, for `Z ≥ 0`. -/
def upperBand (Z V e : ℝ) : ℝ := (e + √(e ^ 2 + 4 * Z * V ^ 2)) / 2
```

The lower band takes the other sign of the root.

```lean
/-- The lower hybridized band `E₋(e)`, for `Z ≥ 0`. -/
def lowerBand (Z V e : ℝ) : ℝ := (e - √(e ^ 2 + 4 * Z * V ^ 2)) / 2
```

The indirect gap is the infimum of $E_+$ minus the supremum of $E_-$, each over the whole interval. In Lean, `Set.Icc (-D) D` is the closed interval and `''` forms the set of band energies reached from it.

For this model on a finite momentum mesh, one can diagonalize $H(\varepsilon_k)$ at each mesh point $k$, where $\varepsilon_k$ is the conduction dispersion, and take the smallest upper eigenvalue minus the largest lower one. If all $\varepsilon_k$ lie in $[-D,D]$, a finite mesh can only give a value equal to or above the one defined here.

```lean
/-- The indirect gap: bottom of the upper band minus top of the lower band, when the conduction
energies fill `[-D, D]` with `D ≥ 0` and `Z ≥ 0`. -/
def indirectGap (D Z V : ℝ) : ℝ :=
  sInf (upperBand Z V '' Set.Icc (-D) D) - sSup (lowerBand Z V '' Set.Icc (-D) D)
```

The closed formulas are indeed the roots: $E_++E_-=e$ and $E_+E_-=(e^2-s^2)/4=-ZV^2$, so

$$(\omega-E_-)(\omega-E_+)=\omega^2-e\omega-ZV^2.$$

The Lean proof supplies the square of the root, and `linear_combination` does the algebra.

```lean
/-- For `Z ≥ 0` the secular polynomial `ω² - eω - ZV²` has the two bands as its roots. -/
theorem secular_factor {Z : ℝ} (hZ : 0 ≤ Z) (V e ω : ℝ) :
    (ω - lowerBand Z V e) * (ω - upperBand Z V e) = ω ^ 2 - e * ω - Z * V ^ 2 := by
  have h : √(e ^ 2 + 4 * Z * V ^ 2) ^ 2 = e ^ 2 + 4 * Z * V ^ 2 :=
    Real.sq_sqrt (by positivity)
  unfold lowerBand upperBand
  linear_combination (-1 / 4) * h
```

They are also exactly the eigenvalues. If $Hv=\omega v$, the components satisfy $ev_0+\sqrt Z\,Vv_1=\omega v_0$ and $\sqrt Z\,Vv_0=\omega v_1$. Multiplying the first equation by $\omega$ and inserting the second gives $(\omega^2-e\omega-ZV^2)v_0=0$. Multiplying the second by $\omega-e$ and inserting the first gives the same equation for $v_1$. Since $v\neq0$, the polynomial vanishes and $\omega$ is one of the two roots.

Conversely, for a root $\omega$ the vector $(\omega,\sqrt Z\,V)$ is an eigenvector: its first row requires $e\omega+ZV^2=\omega^2$, and its second holds identically. Lean uses it unnormalised; divided by $\sqrt{\omega^2+ZV^2}$ its weight on the f basis state of this matrix is $ZV^2/(\omega^2+ZV^2)$.

```lean
/-- For `Z, V > 0` the eigenvalues of the mean-field Hamiltonian are exactly the energies of the
lower and the upper band. -/
theorem eigenvalue_iff {Z V : ℝ} (hZ : 0 < Z) (hV : 0 < V) (e ω : ℝ) :
    (∃ v : Fin 2 → ℝ, v ≠ 0 ∧ blochMatrix Z V e *ᵥ v = ω • v) ↔
      ω = lowerBand Z V e ∨ ω = upperBand Z V e := by
  have hs : √Z ^ 2 = Z := Real.sq_sqrt hZ.le
  have hf := secular_factor hZ.le V e ω
  constructor
  · rintro ⟨v, hv, h⟩
    have h0 : e * v 0 + √Z * V * v 1 = ω * v 0 := by
      simpa [blochMatrix, Matrix.mulVec, dotProduct, Fin.sum_univ_two] using congrFun h 0
    have h1 : √Z * V * v 0 = ω * v 1 := by
      simpa [blochMatrix, Matrix.mulVec, dotProduct, Fin.sum_univ_two] using congrFun h 1
    -- the secular polynomial annihilates both components of the eigenvector
    have a0 : (ω ^ 2 - e * ω - Z * V ^ 2) * v 0 = 0 := by
      linear_combination (-ω) * h0 - √Z * V * h1 + V ^ 2 * v 0 * hs
    have a1 : (ω ^ 2 - e * ω - Z * V ^ 2) * v 1 = 0 := by
      linear_combination (-(ω - e)) * h1 - √Z * V * h0 + V ^ 2 * v 1 * hs
    have hp : ω ^ 2 - e * ω - Z * V ^ 2 = 0 := by
      by_contra hne
      apply hv
      ext i
      fin_cases i
      · exact (mul_eq_zero.mp a0).resolve_left hne
      · exact (mul_eq_zero.mp a1).resolve_left hne
    rw [hp] at hf
    rcases mul_eq_zero.mp hf with h | h
    · left; linarith
    · right; linarith
  · intro h
    have hp : ω ^ 2 - e * ω - Z * V ^ 2 = 0 := by
      rw [← hf]
      rcases h with h | h
      · rw [sub_eq_zero.mpr h, zero_mul]
      · rw [sub_eq_zero.mpr h, mul_zero]
    -- the explicit eigenvector is (ω, √Z V)
    refine ⟨![ω, √Z * V], ?_, ?_⟩
    · intro h0
      have h1 : √Z * V = 0 := congrFun h0 1
      have h2 : 0 < √Z * V := mul_pos (Real.sqrt_pos.mpr hZ) hV
      linarith
    · ext i
      fin_cases i
      · have h3 : e * ω + √Z * V * (√Z * V) = ω * ω := by
          linear_combination V ^ 2 * hs - hp
        simpa [blochMatrix, Matrix.mulVec, dotProduct, Fin.sum_univ_two] using h3
      · simp [blochMatrix, Matrix.mulVec, dotProduct, Fin.sum_univ_two, mul_comm]
```

## Where the band edges lie

Neither band falls as $e$ grows. For $a\le b$,

$$\big(s(b)+b-a\big)^2-s(a)^2=2(b-a)\big(b+s(b)\big)\ge0,$$

because $s(b)\ge|b|$. Hence $s(a)\le s(b)+b-a$, which says $E_+(a)\le E_+(b)$. The particle-hole relation $E_-(e)=-E_+(-e)$ carries this over to the lower band. In the proof, `hm` is the sign of the product on the right and `hl` is the particle-hole relation.

```lean
/-- For `Z ≥ 0` neither hybridized band falls as the conduction energy grows. -/
theorem bands_monotone {Z : ℝ} (hZ : 0 ≤ Z) (V : ℝ) :
    Monotone (upperBand Z V) ∧ Monotone (lowerBand Z V) := by
  have hc : 0 ≤ 4 * Z * V ^ 2 := by positivity
  have hu : Monotone (upperBand Z V) := by
    intro a b hab
    have ht := (abs_le.mp (Real.abs_le_sqrt
      (show b ^ 2 ≤ b ^ 2 + 4 * Z * V ^ 2 by linarith))).1
    have hq : √(b ^ 2 + 4 * Z * V ^ 2) ^ 2 = b ^ 2 + 4 * Z * V ^ 2 :=
      Real.sq_sqrt (by positivity)
    have hm : 0 ≤ (b - a) * (b + √(b ^ 2 + 4 * Z * V ^ 2)) :=
      mul_nonneg (by linarith) (by linarith)
    have h : √(a ^ 2 + 4 * Z * V ^ 2) ≤ √(b ^ 2 + 4 * Z * V ^ 2) + (b - a) :=
      Real.sqrt_le_iff.mpr
        ⟨by linarith [Real.sqrt_nonneg (b ^ 2 + 4 * Z * V ^ 2)], by nlinarith⟩
    unfold upperBand
    linarith
  -- particle-hole relation between the two bands
  have hl : ∀ e, lowerBand Z V e = -upperBand Z V (-e) := by
    intro e
    simp only [lowerBand, upperBand, neg_sq]
    ring
  refine ⟨hu, fun a b hab => ?_⟩
  rw [hl a, hl b]
  exact neg_le_neg (hu (neg_le_neg hab))
```

The upper band therefore has its minimum at $e=-D$ and the lower band its maximum at $e=D$:

$$E_+(-D)=\tfrac12\Big(\sqrt{D^2+4ZV^2}-D\Big)=-E_-(D).$$

`IsLeast` and `IsGreatest` say that these values are attained and bound all the others.

```lean
/-- For `D, Z ≥ 0` and conduction energies in `[-D, D]`, the minimum of the upper band is
`(√(D² + 4ZV²) - D)/2`, and the maximum of the lower band is the negative of this value. -/
theorem band_edges {D Z : ℝ} (hD : 0 ≤ D) (hZ : 0 ≤ Z) (V : ℝ) :
    IsLeast (upperBand Z V '' Set.Icc (-D) D) ((√(D ^ 2 + 4 * Z * V ^ 2) - D) / 2) ∧
    IsGreatest (lowerBand Z V '' Set.Icc (-D) D)
      (-((√(D ^ 2 + 4 * Z * V ^ 2) - D) / 2)) := by
  have hu : upperBand Z V (-D) = (√(D ^ 2 + 4 * Z * V ^ 2) - D) / 2 := by
    simp only [upperBand, neg_sq]
    ring
  have hl : lowerBand Z V D = -((√(D ^ 2 + 4 * Z * V ^ 2) - D) / 2) := by
    unfold lowerBand
    ring
  refine ⟨⟨⟨-D, ⟨le_rfl, by linarith⟩, hu⟩, ?_⟩, ⟨⟨D, ⟨by linarith, le_rfl⟩, hl⟩, ?_⟩⟩
  · rintro _ ⟨e, he, rfl⟩
    rw [← hu]
    exact (bands_monotone hZ V).1 he.1
  · rintro _ ⟨e, he, rfl⟩
    rw [← hl]
    exact (bands_monotone hZ V).2 he.2
```

## The two gaps

At fixed $e$ the separation is $E_+(e)-E_-(e)=s(e)\ge2\sqrt Z\,V$, with equality at $e=0$. The Lean proof first exhibits $e=0$, then proves the bound from $e^2\ge0$.

```lean
/-- For `D, Z, V ≥ 0` the smallest distance between the two bands at equal conduction energy in
`[-D, D]` is `2√Z V`. -/
theorem direct_gap {D Z V : ℝ} (hD : 0 ≤ D) (hZ : 0 ≤ Z) (hV : 0 ≤ V) :
    IsLeast ((fun e => upperBand Z V e - lowerBand Z V e) '' Set.Icc (-D) D)
      (2 * (√Z * V)) := by
  have hs : √Z ^ 2 = Z := Real.sq_sqrt hZ
  have hd : ∀ e, upperBand Z V e - lowerBand Z V e = √(e ^ 2 + 4 * Z * V ^ 2) := by
    intro e
    unfold upperBand lowerBand
    ring
  constructor
  · refine ⟨0, ⟨by linarith, hD⟩, ?_⟩
    have h0 : (0 : ℝ) ^ 2 + 4 * Z * V ^ 2 = (2 * (√Z * V)) ^ 2 := by
      linear_combination (-4 * V ^ 2) * hs
    change upperBand Z V 0 - lowerBand Z V 0 = _
    rw [hd, h0, Real.sqrt_sq (by positivity)]
  · rintro _ ⟨e, -, rfl⟩
    change _ ≤ upperBand Z V e - lowerBand Z V e
    rw [hd]
    have h1 : (2 * (√Z * V)) ^ 2 ≤ e ^ 2 + 4 * Z * V ^ 2 := by
      have h2 : (2 * (√Z * V)) ^ 2 = 4 * Z * V ^ 2 := by
        linear_combination (4 * V ^ 2) * hs
      linarith [sq_nonneg e]
    exact (le_abs_self _).trans (Real.abs_le_sqrt h1)
```

The indirect gap is the difference of the two band edges, $\sqrt{D^2+4ZV^2}-D$. As both edges are attained, the infimum and supremum in the definition equal them.

```lean
/-- For `D, Z ≥ 0` the indirect hybridization gap is `√(D² + 4ZV²) - D`. -/
theorem indirectGap_eq {D Z : ℝ} (hD : 0 ≤ D) (hZ : 0 ≤ Z) (V : ℝ) :
    indirectGap D Z V = √(D ^ 2 + 4 * Z * V ^ 2) - D := by
  obtain ⟨h1, h2⟩ := band_edges hD hZ V
  rw [indirectGap, h1.csInf_eq, h2.csSup_eq]
  ring
```

Write $S=\sqrt{D^2+4ZV^2}$, so that $ZV^2=(S^2-D^2)/4$. The upper bound follows from

$$\frac{2ZV^2}{D}-(S-D)=\frac{(S-D)^2}{2D}\ge0.$$

There is also a lower bound, $2ZV^2/D$ divided by $1+ZV^2/D^2$. It simplifies to $2ZV^2D/(D^2+ZV^2)$, and

$$(S-D)(D^2+ZV^2)-2ZV^2D=\frac{(S-D)^3}{4}\ge0.$$

So $2ZV^2/D$ overestimates the gap by at most a factor $1+ZV^2/D^2$. Lean clears the denominators and passes the square and the cube to `nlinarith`.

```lean
/-- For `D > 0` and `Z ≥ 0` the indirect gap is at most `2ZV²/D` and at least this value divided
by `1 + ZV²/D²`. -/
theorem indirectGap_bounds {D Z : ℝ} (hD : 0 < D) (hZ : 0 ≤ Z) (V : ℝ) :
    2 * (Z * V ^ 2) / D / (1 + Z * V ^ 2 / D ^ 2) ≤ indirectGap D Z V ∧
      indirectGap D Z V ≤ 2 * (Z * V ^ 2) / D := by
  rw [indirectGap_eq hD.le hZ]
  have hx0 : 0 ≤ Z * V ^ 2 := by positivity
  have hq : √(D ^ 2 + 4 * Z * V ^ 2) ^ 2 = D ^ 2 + 4 * Z * V ^ 2 :=
    Real.sq_sqrt (by positivity)
  have hg : D ≤ √(D ^ 2 + 4 * Z * V ^ 2) :=
    (le_abs_self D).trans (Real.abs_le_sqrt (by linarith))
  generalize √(D ^ 2 + 4 * Z * V ^ 2) = s at hq hg ⊢
  have hx : Z * V ^ 2 = (s ^ 2 - D ^ 2) / 4 := by linarith
  constructor
  · have hr : 2 * (Z * V ^ 2) / D / (1 + Z * V ^ 2 / D ^ 2)
        = 2 * (Z * V ^ 2) * D / (D ^ 2 + Z * V ^ 2) := by
      have h1 : D ^ 2 + Z * V ^ 2 ≠ 0 := by positivity
      have h2 : 1 + Z * V ^ 2 / D ^ 2 ≠ 0 := by positivity
      rw [div_div, div_eq_div_iff (mul_ne_zero hD.ne' h2) h1]
      have h3 : Z * V ^ 2 / D ^ 2 * D ^ 2 = Z * V ^ 2 := div_mul_cancel₀ _ (by positivity)
      linear_combination (-2 * (Z * V ^ 2)) * h3
    rw [hr, div_le_iff₀ (by positivity), hx]
    -- the difference of the two sides is (s - D)³/4
    nlinarith [pow_nonneg (sub_nonneg.mpr hg) 3]
  · rw [le_div_iff₀ hD, hx]
    nlinarith [sq_nonneg (s - D)]
```

Take $D=1$ and $V=0.5$ in the same energy unit, and the dimensionless factor $Z=0.04$. Then $\sqrt Z\,V=0.1$ and $ZV^2=0.01$. The direct gap is $0.2$, while the indirect gap is $\sqrt{1.04}-1\approx0.01980$, about ten times smaller. The upper bound is $0.02$.

The order of the two gaps is general for positive $D,Z,V$:

$$\big(D+2\sqrt Z\,V\big)^2=S^2+4D\sqrt Z\,V>S^2,$$

hence $S-D<2\sqrt Z\,V$. Within this non-interacting quasiparticle model, with the lower band full and the upper band empty, momentum-conserving optical absorption takes a photon energy of at least the direct gap, whereas the separation of the band edges is the indirect gap.

```lean
/-- For `D, Z, V > 0` the indirect gap is strictly smaller than the direct gap `2√Z V`. -/
theorem indirectGap_lt_direct {D Z V : ℝ} (hD : 0 < D) (hZ : 0 < Z) (hV : 0 < V) :
    indirectGap D Z V < 2 * (√Z * V) := by
  have hs : √Z ^ 2 = Z := Real.sq_sqrt hZ.le
  have hh : 0 < √Z * V := mul_pos (Real.sqrt_pos.mpr hZ) hV
  have h : √(D ^ 2 + 4 * Z * V ^ 2) < D + 2 * (√Z * V) := by
    rw [Real.sqrt_lt' (by positivity)]
    have h1 : (D + 2 * (√Z * V)) ^ 2
        = D ^ 2 + 4 * Z * V ^ 2 + 4 * (D * (√Z * V)) := by
      linear_combination (4 * V ^ 2) * hs
    linarith [mul_pos hD hh]
  rw [indirectGap_eq hD.le hZ.le]
  linarith
```

Finally, an eigenvalue in the upper band is at least $(S-D)/2$ and one in the lower band is at most $-(S-D)/2$. No eigenvalue thus lies closer to zero energy than half the indirect gap. The proof splits on the band with `eigenvalue_iff` and applies the matching edge.

```lean
/-- For `Z, V > 0` and conduction energies in `[-D, D]`, every eigenvalue of the mean-field
Hamiltonian is at least half the indirect gap away from zero energy. -/
theorem no_states_in_gap {D Z V e ω : ℝ} (hZ : 0 < Z) (hV : 0 < V)
    (he : e ∈ Set.Icc (-D) D)
    (hω : ∃ v : Fin 2 → ℝ, v ≠ 0 ∧ blochMatrix Z V e *ᵥ v = ω • v) :
    indirectGap D Z V / 2 ≤ |ω| := by
  have hD : 0 ≤ D := by linarith [he.1, he.2]
  obtain ⟨h1, h2⟩ := band_edges hD hZ.le V
  rw [indirectGap_eq hD hZ.le]
  rcases (eigenvalue_iff hZ hV e ω).mp hω with h | h
  · have h3 := h2.2 ⟨e, he, rfl⟩
    rw [← h] at h3
    linarith [neg_le_abs ω]
  · have h3 := h1.2 ⟨e, he, rfl⟩
    rw [← h] at h3
    exact h3.trans (le_abs_self ω)

end

end KondoLatticeGap
```

```lean
#print axioms KondoLatticeGap.direct_gap
-- 'KondoLatticeGap.direct_gap' depends on axioms: [propext, Classical.choice, Quot.sound]
#print axioms KondoLatticeGap.indirectGap_bounds
-- 'KondoLatticeGap.indirectGap_bounds' depends on axioms: [propext, Classical.choice, Quot.sound]
#print axioms KondoLatticeGap.indirectGap_lt_direct
-- 'KondoLatticeGap.indirectGap_lt_direct' depends on axioms: [propext, Classical.choice, Quot.sound]
#print axioms KondoLatticeGap.no_states_in_gap
-- 'KondoLatticeGap.no_states_in_gap' depends on axioms: [propext, Classical.choice, Quot.sound]
```
